# For a continuous functional on a compact set, a unique minimising density is the gradient of the ground-state energy

One way to obtain a site occupation from a lattice-model calculation is to shift the potential on that site by a small amount h, recompute the ground-state energy, and divide the energy change by h. The quotient tends to the occupation as h goes to zero if the energy is differentiable in the potential and its gradient is the ground-state density. Both properties are proved below for an energy minimised over a compact set of densities with a continuous internal energy, at any potential where the minimising density is unique.

## Densities, potentials and the energy

Densities ρ and potentials v are vectors in the same real inner product space V. For a lattice with n sites, V is ℝⁿ with the Euclidean inner product, `EuclideanSpace ℝ (Fin n)` in Lean, and ⟨v,ρ⟩ = Σᵢ vᵢρᵢ is the energy of the density in the external potential.

```lean
import Mathlib

open scoped InnerProductSpace

namespace GroundEnergyGradient

noncomputable section

variable {V : Type*} [NormedAddCommGroup V] [InnerProductSpace ℝ V]
```

Let K be the set of admissible densities and F(ρ) the internal energy, meaning everything except the coupling to v. The ground-state energy is

E(v) = inf over ρ in K of F(ρ) + ⟨v,ρ⟩.

In Lean, K is a `Set V`, and F is a function on all of V of which only the values on K matter. The infimum `sInf` is taken over the set of total energies.

```lean
/-- The ground-state energy at potential `v`: the infimum of `F ρ + ⟪v, ρ⟫` over the
admissible densities `ρ` in `K`. -/
def groundEnergy (K : Set V) (F : V → ℝ) (v : V) : ℝ :=
  sInf ((fun ρ => F ρ + ⟪v, ρ⟫_ℝ) '' K)
```

A ground-state density at v is an element ρ of K with

F(ρ) + ⟨v,ρ⟩ ≤ F(σ) + ⟨v,σ⟩ for every σ in K.

The predicate concerns densities only. F is not derived from a Hamiltonian, and no wave function appears.

```lean
/-- `ρ` is a ground-state density at potential `v`: it is admissible and no admissible
density has a lower total energy. -/
def IsGroundDensity (K : Set V) (F : V → ℝ) (v ρ : V) : Prop :=
  ρ ∈ K ∧ ∀ σ ∈ K, F ρ + ⟪v, ρ⟫_ℝ ≤ F σ + ⟪v, σ⟫_ℝ
```

## The minimum is attained

Two conditions on the model are assumed throughout. K is compact, as it is for site occupations confined to a closed bounded range with a fixed particle number. F is continuous on K, so a slight rearrangement of the density changes the internal energy only slightly. Neither K nor F has to be convex.

For fixed v, the map ρ ↦ F(ρ) + ⟨v,ρ⟩ is then continuous on K, and a continuous function on a nonempty compact set attains its minimum.

```lean
/-- For a continuous functional on a nonempty compact set of densities, every potential
has a ground-state density. -/
theorem exists_groundDensity {K : Set V} {F : V → ℝ} (hK : IsCompact K)
    (hne : K.Nonempty) (hF : ContinuousOn F K) (v : V) :
    ∃ ρ, IsGroundDensity K F v ρ := by
  have hc : ContinuousOn (fun ρ => F ρ + ⟪v, ρ⟫_ℝ) K :=
    hF.add (continuous_const.inner continuous_id).continuousOn
  obtain ⟨ρ, hρ, hmin⟩ := hK.exists_isMinOn hne hc
  exact ⟨ρ, hρ, fun σ hσ => isMinOn_iff.mp hmin σ hσ⟩
```

If ρ is a minimiser at v, its total energy belongs to the set of attainable energies and is a lower bound for that set. It is therefore the infimum:

E(v) = F(ρ) + ⟨v,ρ⟩.

`IsLeast.csInf_eq` expresses this, and the two parts of its hypothesis are membership and the lower bound.

```lean
/-- The ground-state energy is the total energy of any ground-state density. -/
theorem groundEnergy_eq {K : Set V} {F : V → ℝ} {v ρ : V}
    (h : IsGroundDensity K F v ρ) : groundEnergy K F v = F ρ + ⟪v, ρ⟫_ℝ := by
  apply IsLeast.csInf_eq
  refine ⟨⟨ρ, h.1, rfl⟩, ?_⟩
  rintro _ ⟨σ, hσ, rfl⟩
  exact h.2 σ hσ
```

## A trial density bounds the energy at other potentials

Let ρ minimise at v and σ at w. Using ρ as a trial density at w gives

E(w) = F(σ) + ⟨w,σ⟩ ≤ F(ρ) + ⟨w,ρ⟩ = E(v) + ⟨w − v, ρ⟩.

The bound is linear in w and is an equality at w = v. In the proof, `hσ.2 ρ h.1` is the variational inequality, and `linarith` does the rearrangement.

```lean
/-- A ground-state density at `v` gives a linear upper bound on the ground-state energy
at every other potential `w`. -/
theorem groundEnergy_le_linear {K : Set V} {F : V → ℝ} (hK : IsCompact K)
    (hF : ContinuousOn F K) {v ρ : V} (h : IsGroundDensity K F v ρ) (w : V) :
    groundEnergy K F w ≤ groundEnergy K F v + ⟪w - v, ρ⟫_ℝ := by
  obtain ⟨σ, hσ⟩ := exists_groundDensity hK ⟨ρ, h.1⟩ hF w
  rw [groundEnergy_eq hσ, groundEnergy_eq h, inner_sub_left]
  linarith [hσ.2 ρ h.1]
```

## Nearby potentials have nearby minimisers

Suppose ρ₀ is the only minimiser at v, and fix ε > 0. Choose R with ‖ρ‖ ≤ R for all ρ in K, and remove from K the open ball of radius ε around ρ₀. The remaining set is compact. If it is empty, every density in K lies within ε of ρ₀ and there is nothing to prove. Otherwise let τ minimise the total energy at v over the remaining set, and define the gap

Δ = [F(τ) + ⟨v,τ⟩] − [F(ρ₀) + ⟨v,ρ₀⟩].

The gap is positive. If it were not, τ would minimise over all of K and would equal ρ₀ by uniqueness, although τ is at least ε away from ρ₀.

Now let ‖w − v‖ < Δ/(2R + 1), and suppose that some minimiser ρ at w satisfies ‖ρ − ρ₀‖ ≥ ε. Then ρ lies in the remaining set, so

Δ ≤ [F(ρ) + ⟨v,ρ⟩] − [F(ρ₀) + ⟨v,ρ₀⟩].

Rewriting the right-hand side with w in place of v turns it into

[F(ρ) + ⟨w,ρ⟩] − [F(ρ₀) + ⟨w,ρ₀⟩] + ⟨w − v, ρ₀ − ρ⟩.

The difference of the two brackets is at most zero, because ρ minimises at w. By the Cauchy–Schwarz inequality the last term is at most

‖w − v‖ ‖ρ₀ − ρ‖ ≤ ‖w − v‖ (2R + 1) < Δ,

which is a contradiction. The 1 in 2R + 1 makes the divisor positive without a separate proof that R > 0.

In the Lean proof, `hgap` is the positivity of Δ. The facts `h1` and `h2` are the minimality of τ and of ρ, `h3` is Cauchy–Schwarz, and `h4` and `h5` bring in the bound on K.

```lean
/-- If the ground-state density at `v` is unique, then all ground-state densities at
sufficiently close potentials are as close to it as desired. -/
theorem groundDensity_stable {K : Set V} {F : V → ℝ} (hK : IsCompact K)
    (hF : ContinuousOn F K) {v ρ₀ : V} (h₀ : IsGroundDensity K F v ρ₀)
    (huniq : ∀ σ, IsGroundDensity K F v σ → σ = ρ₀) {ε : ℝ} (hε : 0 < ε) :
    ∃ δ > 0, ∀ w, ‖w - v‖ < δ → ∀ ρ, IsGroundDensity K F w ρ → ‖ρ - ρ₀‖ < ε := by
  obtain ⟨R, hR⟩ := hK.isBounded.exists_norm_le
  have hR0 : 0 ≤ R := (norm_nonneg _).trans (hR ρ₀ h₀.1)
  have hpos : 0 < 2 * R + 1 := by linarith
  have hK' : IsCompact (K \ Metric.ball ρ₀ ε) := hK.diff Metric.isOpen_ball
  have hfar : ∀ ρ ∈ K, ¬ ‖ρ - ρ₀‖ < ε → ρ ∈ K \ Metric.ball ρ₀ ε := by
    intro ρ hρ hn
    refine ⟨hρ, fun hb => hn ?_⟩
    rwa [Metric.mem_ball, dist_eq_norm] at hb
  rcases (K \ Metric.ball ρ₀ ε).eq_empty_or_nonempty with he | hne
  · refine ⟨1, one_pos, fun w _ ρ hρ => ?_⟩
    by_contra hcon
    have hmem := hfar ρ hρ.1 hcon
    rw [he] at hmem
    exact absurd hmem (Set.notMem_empty ρ)
  · -- the best density far from `ρ₀` lies above `ρ₀` by a positive energy gap
    obtain ⟨τ, hτ⟩ := exists_groundDensity hK' hne (hF.mono Set.sdiff_subset) v
    have hgap : F ρ₀ + ⟪v, ρ₀⟫_ℝ < F τ + ⟪v, τ⟫_ℝ := by
      refine lt_of_not_ge fun hle => ?_
      have hτ₀ : τ = ρ₀ :=
        huniq τ ⟨hτ.1.1, fun σ hσ => le_trans hle (h₀.2 σ hσ)⟩
      exact hτ.1.2 (by rw [hτ₀]; exact Metric.mem_ball_self hε)
    refine ⟨((F τ + ⟪v, τ⟫_ℝ) - (F ρ₀ + ⟪v, ρ₀⟫_ℝ)) / (2 * R + 1),
      div_pos (sub_pos.2 hgap) hpos, fun w hw ρ hρ => ?_⟩
    by_contra hcon
    -- a small change of potential cannot close the gap
    have h1 := hτ.2 ρ (hfar ρ hρ.1 hcon)
    have h2 := hρ.2 ρ₀ h₀.1
    have h3 := real_inner_le_norm (w - v) (ρ₀ - ρ)
    have h4 : ‖ρ₀ - ρ‖ ≤ 2 * R + 1 := by
      linarith [norm_sub_le ρ₀ ρ, hR ρ₀ h₀.1, hR ρ hρ.1]
    have h5 := mul_le_mul_of_nonneg_left h4 (norm_nonneg (w - v))
    rw [lt_div_iff₀ hpos] at hw
    simp only [inner_sub_left, inner_sub_right] at h3
    linarith
```

## The gradient is the unique minimiser

Keep ρ₀ as the unique minimiser at v, and write the error of the linear approximation as

r(w) = E(w) − E(v) − ⟨ρ₀, w − v⟩.

The trial-density bound with ρ₀ at w gives r(w) ≤ 0. For the other direction, let ρ minimise at w and use it as a trial density at v:

E(v) ≤ E(w) + ⟨v − w, ρ⟩.

Hence

r(w) ≥ ⟨w − v, ρ − ρ₀⟩ ≥ −‖w − v‖ ‖ρ − ρ₀‖.

By the stability result, ‖ρ − ρ₀‖ < ε once w is close enough to v, so |r(w)| ≤ ε‖w − v‖ there. Since ε was arbitrary, r(w) is of smaller order than ‖w − v‖.

`HasGradientAt` states exactly this: it is full Fréchet differentiability, with the derivative represented by a vector through the inner product. That representation requires V to be complete, which ℝⁿ always is. In the proof, `hup` and `hlo` are the two trial-density bounds and `hm` is the estimate by ε‖w − v‖.

```lean
variable [CompleteSpace V]

/-- If the ground-state density at `v` is unique, the ground-state energy is
differentiable at `v` and its gradient is that density. -/
theorem hasGradientAt_groundEnergy {K : Set V} {F : V → ℝ} (hK : IsCompact K)
    (hF : ContinuousOn F K) {v ρ₀ : V} (h₀ : IsGroundDensity K F v ρ₀)
    (huniq : ∀ σ, IsGroundDensity K F v σ → σ = ρ₀) :
    HasGradientAt (groundEnergy K F) ρ₀ v := by
  rw [hasGradientAt_iff_isLittleO, Asymptotics.isLittleO_iff]
  intro ε hε
  obtain ⟨δ, hδ, hs⟩ := groundDensity_stable hK hF h₀ huniq hε
  filter_upwards [Metric.ball_mem_nhds v hδ] with w hw
  rw [Metric.mem_ball, dist_eq_norm] at hw
  obtain ⟨ρ, hρ⟩ := exists_groundDensity hK ⟨ρ₀, h₀.1⟩ hF w
  have hclose := (hs w hw ρ hρ).le
  -- use each ground-state density as a trial density for the other potential
  have hup := groundEnergy_le_linear hK hF h₀ w
  have hlo := groundEnergy_le_linear hK hF hρ v
  have hcs := real_inner_le_norm (w - v) (ρ₀ - ρ)
  have hm : ‖w - v‖ * ‖ρ₀ - ρ‖ ≤ ε * ‖w - v‖ := by
    rw [norm_sub_rev ρ₀ ρ, mul_comm]
    exact mul_le_mul_of_nonneg_right hclose (norm_nonneg _)
  have hnn : 0 ≤ ε * ‖w - v‖ := mul_nonneg hε.le (norm_nonneg _)
  rw [Real.norm_eq_abs, abs_le, real_inner_comm (w - v) ρ₀]
  simp only [inner_sub_left, inner_sub_right] at hup hlo hcs ⊢
  constructor <;> linarith
```

## Differentiability forces uniqueness

Conversely, let E have gradient g at v, and let ρ be any minimiser at v. The trial-density bound can be written as

E(w) − ⟨ρ,w⟩ ≤ E(v) − ⟨ρ,v⟩ for every w.

The left-hand side, as a function of w, is therefore maximal at w = v, and its derivative there vanishes:

⟨g − ρ, u⟩ = 0 for every u.

Taking u = g − ρ gives ρ = g. In Lean, the functional w ↦ ⟨ρ,w⟩ is `InnerProductSpace.toDual ℝ V ρ`. The vanishing derivative comes from `hmax.hasFDerivAt_eq_zero`, and injectivity of `toDual` replaces the choice of u.

```lean
/-- If the ground-state energy has a gradient at `v`, every ground-state density at `v`
equals that gradient. -/
theorem groundDensity_eq_gradient {K : Set V} {F : V → ℝ} (hK : IsCompact K)
    (hF : ContinuousOn F K) {v g ρ : V} (hg : HasGradientAt (groundEnergy K F) g v)
    (h : IsGroundDensity K F v ρ) : ρ = g := by
  have e : ∀ w, InnerProductSpace.toDual ℝ V ρ w = ⟪w, ρ⟫_ℝ := fun w =>
    (show InnerProductSpace.toDual ℝ V ρ w = ⟪ρ, w⟫_ℝ by simp).trans
      (real_inner_comm w ρ)
  -- the energy minus the linear functional `w ↦ ⟪ρ, w⟫` is maximal at `v`
  have hmax : IsLocalMax
      (fun w => groundEnergy K F w - InnerProductSpace.toDual ℝ V ρ w) v := by
    refine Filter.Eventually.of_forall fun w => ?_
    show groundEnergy K F w - InnerProductSpace.toDual ℝ V ρ w
      ≤ groundEnergy K F v - InnerProductSpace.toDual ℝ V ρ v
    have hw := groundEnergy_le_linear hK hF h w
    rw [inner_sub_left] at hw
    rw [e w, e v]
    linarith
  have h0 := hmax.hasFDerivAt_eq_zero (hg.hasFDerivAt.sub
    (ContinuousLinearMap.hasFDerivAt (InnerProductSpace.toDual ℝ V ρ)))
  exact ((InnerProductSpace.toDual ℝ V).injective (sub_eq_zero.1 h0)).symm
```

Any two minimisers at a point of differentiability equal the same gradient, and so equal each other. Since a minimiser always exists for nonempty K, differentiability of E at v is equivalent to there being exactly one ground-state density at v, written `∃!`.

```lean
/-- The ground-state energy is differentiable at `v` exactly when the ground-state
density at `v` is unique. -/
theorem differentiableAt_iff_unique {K : Set V} {F : V → ℝ} (hK : IsCompact K)
    (hne : K.Nonempty) (hF : ContinuousOn F K) (v : V) :
    DifferentiableAt ℝ (groundEnergy K F) v ↔ ∃! ρ, IsGroundDensity K F v ρ := by
  constructor
  · intro hd
    obtain ⟨ρ, hρ⟩ := exists_groundDensity hK hne hF v
    refine ⟨ρ, hρ, fun σ hσ => ?_⟩
    exact (groundDensity_eq_gradient hK hF hd.hasGradientAt hσ).trans
      (groundDensity_eq_gradient hK hF hd.hasGradientAt hρ).symm
  · rintro ⟨ρ, hρ, hu⟩
    exact (hasGradientAt_groundEnergy hK hF hρ hu).hasFDerivAt.differentiableAt
```

## First-order response to a perturbation

Perturb the potential along a fixed direction u, from v to v + tu. With ρ₀ unique at v, the gradient gives

d/dt E(v + tu) at t = 0 equals ⟨ρ₀,u⟩.

If u is the unit vector of site i, the derivative is the occupation of that site, which is the limit of the difference quotient described at the start. The formula has the shape of the Hellmann–Feynman theorem for a perturbation that couples linearly to the density, but it is derived here from minimisation over densities. The proof restricts the Fréchet derivative to the line through v in direction u.

```lean
/-- When the ground-state density `ρ₀` at `v` is unique, the first-order energy change
under a perturbation `t • u` of the potential is `⟪ρ₀, u⟫` per unit `t`. -/
theorem hasDerivAt_perturbation {K : Set V} {F : V → ℝ} (hK : IsCompact K)
    (hF : ContinuousOn F K) {v ρ₀ : V} (h₀ : IsGroundDensity K F v ρ₀)
    (huniq : ∀ σ, IsGroundDensity K F v σ → σ = ρ₀) (u : V) :
    HasDerivAt (fun t : ℝ => groundEnergy K F (v + t • u)) ⟪ρ₀, u⟫_ℝ 0 := by
  have h : HasDerivAt (fun t : ℝ => groundEnergy K F (v + t • u))
      (InnerProductSpace.toDual ℝ V ρ₀ u) 0 :=
    (hasGradientAt_groundEnergy hK hF h₀ huniq).hasFDerivAt.hasLineDerivAt u
  exact h.congr_deriv (by simp)
```

The theorems apply on a finite lattice whenever K is compact and F is continuous on K, and under the same two conditions, with compactness in the norm, in an infinite-dimensional Hilbert space. They do not cover continuum density-functional theory, where the set of all N-electron densities is not compact in this sense.

## A kink where two densities are degenerate

Take V = ℝ, K = {−1, 1} and F = 0. The two values can be read as the occupation difference n₁ − n₂ of one particle localised on either of two sites with potentials v and −v. Then

E(v) = min(−v, v) = −|v|,

which has slope 1 to the left of v = 0 and slope −1 to the right. At v = 0 both densities have energy zero, so both are minimisers. The Lean proof does not use the explicit formula for E. It applies the equivalence above, and uniqueness would then make 1 and −1 equal.

```lean
/-- With the two admissible densities `-1` and `1` and zero internal energy, the
ground-state energy is not differentiable at zero potential. -/
theorem not_differentiableAt_two_densities :
    ¬ DifferentiableAt ℝ (groundEnergy ({-1, 1} : Set ℝ) (fun _ => 0)) 0 := by
  rw [differentiableAt_iff_unique (Set.toFinite _).isCompact ⟨1, by simp⟩
    continuousOn_const]
  rintro ⟨ρ, _, hu⟩
  -- both densities are minimisers, so uniqueness would identify them
  have h1 : (1 : ℝ) = ρ := hu 1 ⟨by simp, by simp⟩
  have h2 : (-1 : ℝ) = ρ := hu (-1) ⟨by simp, by simp⟩
  linarith

end

end GroundEnergyGradient
```

```lean
#print axioms GroundEnergyGradient.hasGradientAt_groundEnergy
#print axioms GroundEnergyGradient.hasDerivAt_perturbation
#print axioms GroundEnergyGradient.not_differentiableAt_two_densities
```

```
'GroundEnergyGradient.hasGradientAt_groundEnergy' depends on axioms: [propext, Classical.choice, Quot.sound]
'GroundEnergyGradient.hasDerivAt_perturbation' depends on axioms: [propext, Classical.choice, Quot.sound]
'GroundEnergyGradient.not_differentiableAt_two_densities' depends on axioms: [propext, Classical.choice, Quot.sound]
```
